# Products of normalised trial states are size consistent for non-interacting fragments

Take two fragments that do not interact, and allow each only two normalised trial states. If the first fragment has trial energies $a_1,a_2$ and the second $b_1,b_2$, the four product states have energies $a_i+b_j$. The choices of $i$ and $j$ are independent, so

$$\min_{i,j}(a_i+b_j)=\min_i a_i+\min_j b_j .$$

With one trial state per fragment, only the additivity of the energy remains. For arbitrary nonempty sets of trial states the minima become infima, and the energies must be shown to be bounded below.

## States, energies and ansatzes

The finite types `m` and `n` label the basis states of the two fragments.

```lean
import Mathlib

open Matrix
open scoped Kronecker

namespace SeparableAnsatz

noncomputable section

variable {m n : Type*} [Fintype m] [Fintype n]
```

A state is a complex amplitude function $u$. Write $\langle u,a\rangle=\sum_i\overline{u_i}\,a_i$, which is `star u ⬝ᵥ a` in Lean. Normalisation means $\langle u,u\rangle=1$.

```lean
/-- A state vector of unit norm. -/
def Normalized (u : n → ℂ) : Prop := star u ⬝ᵥ u = 1
```

The energy is $E_H(u)=\operatorname{Re}\langle u,Hu\rangle$, defined for any square matrix $H$.

```lean
/-- The real part of `⟨u, H u⟩`, which is the energy of the state `u` when `u` is normalised. -/
def energy (H : Matrix n n ℂ) (u : n → ℂ) : ℝ := (star u ⬝ᵥ H *ᵥ u).re
```

An ansatz is a set $S$ of trial states, with variational energy $E_H[S]=\inf_{u\in S}E_H(u)$. The infimum need not be attained.

```lean
/-- The variational energy of an ansatz: the infimum of the energy over its trial states. -/
def ansatzEnergy (H : Matrix n n ℂ) (S : Set (n → ℂ)) : ℝ := sInf (energy H '' S)
```

A product state has amplitudes $(u\otimes v)_{ij}=u_iv_j$.

```lean
/-- The product state `u ⊗ v` of two fragments. -/
def prodState (u : m → ℂ) (v : n → ℂ) : m × n → ℂ := fun p => u p.1 * v p.2
```

The separable ansatz contains every product with $u\in S$ and $v\in T$, and nothing else.

```lean
/-- The multiplicatively separable ansatz: all products of fragment trial states. -/
def productAnsatz (S : Set (m → ℂ)) (T : Set (n → ℂ)) : Set (m × n → ℂ) :=
  {w | ∃ u ∈ S, ∃ v ∈ T, w = prodState u v}
```

The composite Hamiltonian is $H\otimes1+1\otimes K$. It has no interaction term, and the fragments are distinguishable: no antisymmetrisation is imposed between them.

```lean
/-- The Hamiltonian `H ⊗ 1 + 1 ⊗ K` of two non-interacting fragments. -/
def composite [DecidableEq m] [DecidableEq n] (H : Matrix m m ℂ) (K : Matrix n n ℂ) :
    Matrix (m × n) (m × n) ℂ := H ⊗ₖ (1 : Matrix n n ℂ) + (1 : Matrix m m ℂ) ⊗ₖ K
```

For Hermitian $H$, $\overline{\langle u,Hu\rangle}=\langle Hu,u\rangle=\langle u,Hu\rangle$. The expectation value is therefore real, and taking the real part loses nothing. The later theorems do not need Hermiticity; it is what gives their energies the usual physical meaning.

```lean
/-- For a Hermitian matrix the energy is the full expectation value. -/
theorem energy_eq_expectation {H : Matrix n n ℂ} (hH : H.IsHermitian) (u : n → ℂ) :
    (energy H u : ℂ) = star u ⬝ᵥ H *ᵥ u := by
  have h : star u ⬝ᵥ H *ᵥ u = star (star u ⬝ᵥ H *ᵥ u) := by
    conv_lhs => rw [Matrix.star_dotProduct, Matrix.star_mulVec, hH.eq,
      ← Matrix.dotProduct_mulVec]
  exact Complex.conj_eq_iff_re.mp h.symm
```

## Additivity of the energy

Overlaps factorise because the double sum separates:

$$\langle u\otimes v,a\otimes b\rangle=\sum_{i,j}\overline{u_i}\,\overline{v_j}\,a_ib_j=\langle u,a\rangle\langle v,b\rangle .$$

```lean
/-- The overlap of two product states is the product of the fragment overlaps. -/
theorem overlap_prodState (u a : m → ℂ) (v b : n → ℂ) :
    star (prodState u v) ⬝ᵥ prodState a b = (star u ⬝ᵥ a) * (star v ⬝ᵥ b) := by
  simp only [dotProduct, prodState, Pi.star_apply, Fintype.sum_prod_type,
    Finset.sum_mul_sum, star_mul']
  exact Finset.sum_congr rfl fun i _ => Finset.sum_congr rfl fun j _ => by ring
```

Operators also act factor by factor, $(A\otimes B)(u\otimes v)=Au\otimes Bv$, which is `key` in the proof below. Applying this to both terms of the Hamiltonian gives

$$\langle u\otimes v,(H\otimes1+1\otimes K)(u\otimes v)\rangle=\langle u,Hu\rangle\langle v,v\rangle+\langle u,u\rangle\langle v,Kv\rangle .$$

For nonzero factors, division by $\langle u,u\rangle\langle v,v\rangle$ gives the sum of the two normalised expectation values.

```lean
/-- The expectation value, not divided by the squared norm, of the composite Hamiltonian in a
product of two fragment states that need not be normalised. -/
theorem expectation_prodState [DecidableEq m] [DecidableEq n] (H : Matrix m m ℂ)
    (K : Matrix n n ℂ) (u : m → ℂ) (v : n → ℂ) :
    star (prodState u v) ⬝ᵥ composite H K *ᵥ prodState u v =
      (star u ⬝ᵥ H *ᵥ u) * (star v ⬝ᵥ v) + (star u ⬝ᵥ u) * (star v ⬝ᵥ K *ᵥ v) := by
  -- a tensor product of operators acts factor by factor
  have key : ∀ (A : Matrix m m ℂ) (B : Matrix n n ℂ),
      (A ⊗ₖ B) *ᵥ prodState u v = prodState (A *ᵥ u) (B *ᵥ v) := by
    intro A B
    ext p
    simp only [mulVec, dotProduct, prodState, Fintype.sum_prod_type, Finset.sum_mul_sum,
      kroneckerMap_apply]
    exact Finset.sum_congr rfl fun i _ => Finset.sum_congr rfl fun j _ => by ring
  rw [composite, Matrix.add_mulVec, dotProduct_add, key, key, overlap_prodState,
    overlap_prodState, Matrix.one_mulVec, Matrix.one_mulVec]
```

## A lower bound on the energies

If $\sum_i|u_i|^2=1$, then every $|u_i|\le1$. The triangle inequality gives

$$|\langle u,Hu\rangle|\le\sum_{i,j}|u_i||H_{ij}||u_j|\le\sum_{i,j}|H_{ij}| ,$$

so the energies of normalised states are bounded below.

```lean
/-- The energies of a set of normalised trial states are bounded below. -/
theorem energy_bddBelow (H : Matrix n n ℂ) {S : Set (n → ℂ)}
    (hS : ∀ u ∈ S, Normalized u) : BddBelow (energy H '' S) := by
  refine ⟨-(∑ i, ∑ j, ‖H i j‖), ?_⟩
  rintro _ ⟨u, hu, rfl⟩
  have h0 : star u ⬝ᵥ u = 1 := hS u hu
  have hsum : ∑ i, ‖u i‖ ^ 2 = 1 := by
    have h := congrArg Complex.re h0
    rw [dotProduct, Complex.re_sum, Complex.one_re] at h
    refine Eq.trans (Finset.sum_congr rfl fun i _ => ?_) h
    rw [Complex.sq_norm, Complex.normSq_apply]
    simp
  -- each amplitude has modulus at most one
  have h1 : ∀ i, ‖u i‖ ≤ 1 := by
    intro i
    have h := Finset.single_le_sum (f := fun i => ‖u i‖ ^ 2)
      (fun j _ => sq_nonneg _) (Finset.mem_univ i)
    have h' : ‖u i‖ ^ 2 ≤ 1 := h.trans hsum.le
    nlinarith [norm_nonneg (u i)]
  have hb : ‖star u ⬝ᵥ H *ᵥ u‖ ≤ ∑ i, ∑ j, ‖H i j‖ := by
    simp only [dotProduct, mulVec, Finset.mul_sum]
    refine (norm_sum_le _ _).trans (Finset.sum_le_sum fun i _ =>
      (norm_sum_le _ _).trans (Finset.sum_le_sum fun j _ => ?_))
    rw [norm_mul, norm_mul, Pi.star_apply, norm_star]
    have hi := h1 i
    have hj := h1 j
    calc ‖u i‖ * (‖H i j‖ * ‖u j‖) ≤ 1 * (‖H i j‖ * 1) := by gcongr
      _ = ‖H i j‖ := by ring
  exact (abs_le.mp ((Complex.abs_re_le_norm _).trans hb)).1
```

## Equality of the infima

Let $E$ be the variational energy of the separable ansatz. For all $u\in S$ and $v\in T$, $E\le E_H(u)+E_K(v)$. Holding $v$ fixed and taking the infimum over $u$ gives $E-E_K(v)\le E_H[S]$; the infimum over $v$ then gives $E\le E_H[S]+E_K[T]$. Conversely, every product energy is at least $E_H[S]+E_K[T]$, and hence so is $E$.

In the proof, `hE` is additivity and `hn` is normalisation of the products; `le_csInf` and `csInf_le` supply the steps with infima. In electronic structure this is the additivity wanted for separated molecules, here for finite bases, zero interaction and an ansatz consisting exactly of products.

```lean
section Fragments

variable [DecidableEq m] [DecidableEq n] (H : Matrix m m ℂ) (K : Matrix n n ℂ)
  {S : Set (m → ℂ)} {T : Set (n → ℂ)}

/-- Size consistency: the variational energy of the separable ansatz for two non-interacting
fragments is the sum of the variational energies of the fragments, for nonempty sets of normalised
fragment trial states. -/
theorem size_consistent (hS : S.Nonempty) (hT : T.Nonempty)
    (hSn : ∀ u ∈ S, Normalized u) (hTn : ∀ v ∈ T, Normalized v) :
    ansatzEnergy (composite H K) (productAnsatz S T) =
      ansatzEnergy H S + ansatzEnergy K T := by
  have hE : ∀ u ∈ S, ∀ v ∈ T,
      energy (composite H K) (prodState u v) = energy H u + energy K v := by
    intro u hu v hv
    rw [energy, expectation_prodState, show star u ⬝ᵥ u = 1 from hSn u hu,
      show star v ⬝ᵥ v = 1 from hTn v hv, mul_one, one_mul, Complex.add_re]
    rfl
  have hn : ∀ w ∈ productAnsatz S T, Normalized w := by
    rintro _ ⟨u, hu, v, hv, rfl⟩
    rw [Normalized, overlap_prodState, show star u ⬝ᵥ u = 1 from hSn u hu,
      show star v ⬝ᵥ v = 1 from hTn v hv, mul_one]
  apply le_antisymm
  · -- minimise over one fragment at a time
    have h1 : ∀ v ∈ T, ansatzEnergy (composite H K) (productAnsatz S T) - energy K v ≤
        ansatzEnergy H S := by
      intro v hv
      refine le_csInf (hS.image _) ?_
      rintro _ ⟨u, hu, rfl⟩
      have h : ansatzEnergy (composite H K) (productAnsatz S T) ≤
          energy (composite H K) (prodState u v) :=
        csInf_le (energy_bddBelow _ hn) ⟨_, ⟨u, hu, v, hv, rfl⟩, rfl⟩
      linarith [hE u hu v hv]
    have h2 : ansatzEnergy (composite H K) (productAnsatz S T) - ansatzEnergy H S ≤
        ansatzEnergy K T := by
      refine le_csInf (hT.image _) ?_
      rintro _ ⟨v, hv, rfl⟩
      linarith [h1 v hv]
    linarith
  · obtain ⟨u₀, hu₀⟩ := hS
    obtain ⟨v₀, hv₀⟩ := hT
    refine le_csInf ⟨_, _, ⟨u₀, hu₀, v₀, hv₀, rfl⟩, rfl⟩ ?_
    rintro _ ⟨_, ⟨u, hu, v, hv, rfl⟩, rfl⟩
    rw [hE u hu v hv]
    exact add_le_add (csInf_le (energy_bddBelow H hSn) ⟨u, hu, rfl⟩)
      (csInf_le (energy_bddBelow K hTn) ⟨v, hv, rfl⟩)
```

For a given product state, the excess over the composite infimum is

$$(E_H(u)-E_H[S])+(E_K(v)-E_K[T]).$$

Both brackets are non-negative, so the sum vanishes exactly when each does.

```lean
/-- With normalised fragment trial states, a product trial state attains the composite variational
energy exactly when each factor attains the variational energy of its fragment. -/
theorem optimal_iff (hSn : ∀ u ∈ S, Normalized u) (hTn : ∀ v ∈ T, Normalized v)
    {u : m → ℂ} {v : n → ℂ} (hu : u ∈ S) (hv : v ∈ T) :
    energy (composite H K) (prodState u v) =
        ansatzEnergy (composite H K) (productAnsatz S T) ↔
      energy H u = ansatzEnergy H S ∧ energy K v = ansatzEnergy K T := by
  have hE : energy (composite H K) (prodState u v) = energy H u + energy K v := by
    rw [energy, expectation_prodState, show star u ⬝ᵥ u = 1 from hSn u hu,
      show star v ⬝ᵥ v = 1 from hTn v hv, mul_one, one_mul, Complex.add_re]
    rfl
  have h1 : ansatzEnergy H S ≤ energy H u :=
    csInf_le (energy_bddBelow H hSn) ⟨u, hu, rfl⟩
  have h2 : ansatzEnergy K T ≤ energy K v :=
    csInf_le (energy_bddBelow K hTn) ⟨v, hv, rfl⟩
  rw [hE, size_consistent H K ⟨u, hu⟩ ⟨v, hv⟩ hSn hTn]
  constructor
  · intro h
    constructor <;> linarith
  · rintro ⟨h, h'⟩
    rw [h, h']
```

Enlarging a set of trial states can only lower its infimum. A normalised ansatz $W$ that contains all the products therefore has energy at most the fragment sum.

```lean
/-- For nonempty sets of normalised fragment trial states, a normalised composite ansatz that
contains all their products has variational energy at most the sum of the fragment energies. -/
theorem ansatzEnergy_le_of_products (hS : S.Nonempty) (hT : T.Nonempty)
    (hSn : ∀ u ∈ S, Normalized u) (hTn : ∀ v ∈ T, Normalized v)
    {W : Set (m × n → ℂ)} (hW : ∀ w ∈ W, Normalized w) (hsub : productAnsatz S T ⊆ W) :
    ansatzEnergy (composite H K) W ≤ ansatzEnergy H S + ansatzEnergy K T := by
  rw [← size_consistent H K hS hT hSn hTn]
  obtain ⟨u, hu⟩ := hS
  obtain ⟨v, hv⟩ := hT
  exact csInf_le_csInf (energy_bddBelow _ hW) ⟨_, _, ⟨u, hu, v, hv, rfl⟩, rfl⟩
    (Set.image_mono hsub)

end Fragments
```

## A truncation that breaks additivity

Consider a fragment with two degenerate levels, $0$ and $1$. The matrix element $-1$ stands for tunnelling between them and sets the unit of energy.

```lean
/-- A fragment with two degenerate levels coupled by the matrix element `-1`. -/
def twoLevel : Matrix (Fin 2) (Fin 2) ℂ := !![0, -1; -1, 0]
```

For two such fragments, truncate the composite space by removing the configuration with both in level $1$, as a configuration-interaction expansion from the configuration $(0,0)$ does when it keeps only that configuration and its single excitations. The failure shown below depends on this reference, which is not the product of the fragment ground states. With that product as reference, the same kind of truncation would contain the exact ground state, and the energies would add.

```lean
/-- The truncated ansatz for two such fragments: normalised states without the configuration
in which both fragments are in level `1`. -/
def truncated : Set (Fin 2 × Fin 2 → ℂ) := {w | Normalized w ∧ w (1, 1) = 0}
```

The fragment state $(3/5,4/5)$ has energy $-24/25$, so the sum of the fragment energies is at most $-48/25$. For a truncated state with amplitudes $x=w_{00}$, $y=w_{01}$, $z=w_{10}$, the energy is $\varepsilon=-2\operatorname{Re}(\overline{x}(y+z))$. Using $|x|^2+|y|^2+|z|^2=1$ and completing squares,

$$\varepsilon+\tfrac32=\tfrac32\left|y-\tfrac23x\right|^2+\tfrac32\left|z-\tfrac23x\right|^2+\tfrac16|x|^2\ge0 .$$

Since $-48/25<-3/2$, the truncated energy lies strictly above the fragment sum. The squares are passed to `nlinarith` as real and imaginary parts.

```lean
/-- The truncated ansatz is not size consistent: its energy for two two-level fragments lies
strictly above the sum of the fragment energies over all normalised states. -/
theorem truncated_not_size_consistent :
    ansatzEnergy twoLevel {u | Normalized u} + ansatzEnergy twoLevel {u | Normalized u} <
      ansatzEnergy (composite twoLevel twoLevel) truncated := by
  -- a trial state bounds the fragment energy from above
  have hfrag : ansatzEnergy twoLevel {u | Normalized u} ≤ -24 / 25 := by
    have h3 : star (3 / 5 : ℂ) = 3 / 5 := by
      have h : (3 / 5 : ℂ) = ((3 / 5 : ℝ) : ℂ) := by norm_num
      rw [h]
      exact Complex.conj_ofReal _
    have h4 : star (4 / 5 : ℂ) = 4 / 5 := by
      have h : (4 / 5 : ℂ) = ((4 / 5 : ℝ) : ℂ) := by norm_num
      rw [h]
      exact Complex.conj_ofReal _
    have hs : star ![(3 / 5 : ℂ), 4 / 5] = ![(3 / 5 : ℂ), 4 / 5] := by
      ext i
      fin_cases i
      · exact h3
      · exact h4
    have hn : Normalized ![(3 / 5 : ℂ), 4 / 5] := by
      rw [Normalized, hs]
      norm_num [dotProduct, Fin.sum_univ_two]
    have he : star ![(3 / 5 : ℂ), 4 / 5] ⬝ᵥ twoLevel *ᵥ ![(3 / 5 : ℂ), 4 / 5] =
        ((-24 / 25 : ℝ) : ℂ) := by
      rw [hs]
      norm_num [twoLevel, dotProduct, mulVec, Fin.sum_univ_two]
    refine csInf_le (energy_bddBelow _ fun u hu => hu) ⟨_, hn, ?_⟩
    rw [energy, he, Complex.ofReal_re]
  -- completing squares bounds the truncated energy from below
  have htrunc : -3 / 2 ≤ ansatzEnergy (composite twoLevel twoLevel) truncated := by
    refine le_csInf ⟨_, fun p => if p = (0, 0) then 1 else 0, ⟨?_, ?_⟩, rfl⟩ ?_
    · simp [Normalized, dotProduct]
    · simp
    · rintro _ ⟨w, ⟨hw, h11⟩, rfl⟩
      have h0 : star w ⬝ᵥ w = 1 := hw
      have hre := congrArg Complex.re h0
      simp [dotProduct, Fintype.sum_prod_type, Fin.sum_univ_two, h11] at hre
      have key : energy (composite twoLevel twoLevel) w =
          -2 * ((w (0, 0)).re * ((w (0, 1)).re + (w (1, 0)).re) +
            (w (0, 0)).im * ((w (0, 1)).im + (w (1, 0)).im)) := by
        simp [energy, composite, twoLevel, dotProduct, mulVec, Fintype.sum_prod_type,
          Fin.sum_univ_two, kroneckerMap_apply, Matrix.one_apply, h11]
        ring
      rw [key]
      nlinarith [sq_nonneg ((w (0, 1)).re - 2 / 3 * (w (0, 0)).re),
        sq_nonneg ((w (1, 0)).re - 2 / 3 * (w (0, 0)).re),
        sq_nonneg ((w (0, 1)).im - 2 / 3 * (w (0, 0)).im),
        sq_nonneg ((w (1, 0)).im - 2 / 3 * (w (0, 0)).im),
        sq_nonneg (w (0, 0)).re, sq_nonneg (w (0, 0)).im]
  linarith

end

end SeparableAnsatz
```

```lean
#print axioms SeparableAnsatz.size_consistent
#print axioms SeparableAnsatz.optimal_iff
#print axioms SeparableAnsatz.ansatzEnergy_le_of_products
#print axioms SeparableAnsatz.truncated_not_size_consistent
```

```
'SeparableAnsatz.size_consistent' depends on axioms: [propext, Classical.choice, Quot.sound]
'SeparableAnsatz.optimal_iff' depends on axioms: [propext, Classical.choice, Quot.sound]
'SeparableAnsatz.ansatzEnergy_le_of_products' depends on axioms: [propext, Classical.choice, Quot.sound]
'SeparableAnsatz.truncated_not_size_consistent' depends on axioms: [propext, Classical.choice, Quot.sound]
```
